# An $h^4$ error bound for Numerov boundary-value problems with nonnegative coefficient

The potential $\varphi$ of a spherical charge density $\rho$ in a medium with screening constant $\kappa$ and background dielectric constant $1$ satisfies, with $u=r\varphi$ and in Gaussian units, $u''=\kappa^2u-4\pi r\rho$. With $u$ known at both ends of an interval, Numerov's method gives approximate values on a grid between them. How far off can they be?

Scale the interval to $[0,1]$ and write $u''=fu+g$. Assume that $u$ is $C^6$ on $\mathbb R$ and that, on $[0,1]$, $|u^{(6)}|\le M$, $f\ge0$ and $h^2f<12$. Here $h=1/N$ is the step of a grid with $N$ steps. Physically, $f>0$ means screening (or, for a Schrödinger equation, a classically forbidden region), and there $h^2f<12$ keeps the step below $\sqrt{12}$ local decay lengths $1/\sqrt f$; $f=0$ is the unscreened case.

```lean
import Mathlib

open Set

namespace NumerovBoundaryValue

noncomputable section
```

## The scheme and its residual

A grid function is a map `v : ℕ → ℝ`, with $v_j$ belonging to $x=jh$; only $j\le N$ matters. Write $f_j=f(jh)$ and $F_j=f_jv_j+g(jh)$.

```lean
/-- The right-hand side `f v + g` of the differential equation at grid node `i h`. -/
def numerovForce (f g : ℝ → ℝ) (h : ℝ) (v : ℕ → ℝ) (i : ℕ) : ℝ :=
  f (i * h) * v i + g (i * h)
```

The residual with index $j$ is centred at node $j+1$:
$$v_{j+2}-2v_{j+1}+v_j-\tfrac{h^2}{12}(F_{j+2}+10F_{j+1}+F_j).$$

```lean
/-- The defect of a grid function `v` in the Numerov equation centred at node `j + 1`. -/
def numerovResidual (f g : ℝ → ℝ) (h : ℝ) (v : ℕ → ℝ) (j : ℕ) : ℝ :=
  v (j + 2) - 2 * v (j + 1) + v j - h ^ 2 / 12 *
    (numerovForce f g h v (j + 2) + 10 * numerovForce f g h v (j + 1) + numerovForce f g h v j)
```

A Numerov solution has zero residual at every interior node.

```lean
/-- The grid function `v` satisfies the Numerov equations at all interior nodes of `0, …, N`. -/
def IsNumerovSolution (f g : ℝ → ℝ) (h : ℝ) (N : ℕ) (v : ℕ → ℝ) : Prop :=
  ∀ j, j + 1 < N → numerovResidual f g h v j = 0
```

## Stability from a maximum principle

Let $d_0,d_N\le0$, with $d$ convex wherever it is positive. If $d_j\le0<d_{j+1}$, convexity keeps the increments positive, so $d$ climbs to $d_N>0$, a contradiction. The inner induction `climb` is this argument.

```lean
/-- Discrete maximum principle: a grid function that is nonpositive at both ends and convex
wherever it is positive is nonpositive everywhere. -/
theorem discrete_maximum {d : ℕ → ℝ} {N : ℕ} (h0 : d 0 ≤ 0) (hN : d N ≤ 0)
    (hc : ∀ j, j + 1 < N → 0 < d (j + 1) → 0 ≤ d (j + 2) - 2 * d (j + 1) + d j) :
    ∀ j, j ≤ N → d j ≤ 0 := by
  intro j
  induction j with
  | zero => intro _; exact h0
  | succ j ih =>
    intro hj
    have hj0 := ih (by omega)
    by_contra hpos
    have hpos' : 0 < d (j + 1) := lt_of_not_ge hpos
    -- once positive, the function keeps climbing up to the right end
    have climb : ∀ m, j + m + 1 ≤ N → 0 < d (j + m + 1) ∧ d (j + m) < d (j + m + 1) := by
      intro m
      induction m with
      | zero => intro _; exact ⟨hpos', lt_of_le_of_lt hj0 hpos'⟩
      | succ m im =>
        intro hm
        obtain ⟨a, b⟩ := im (by omega)
        have c := hc (j + m) (by omega) a
        show 0 < d (j + m + 2) ∧ d (j + m + 1) < d (j + m + 2)
        constructor <;> linarith
    have e := (climb (N - (j + 1)) (by omega)).1
    rw [show j + (N - (j + 1)) + 1 = N by omega] at e
    linarith
```

Now let $w_0=w_N=0$ and $|w_{j+2}-2w_{j+1}+w_j-q_{j+1}w_{j+1}|\le R$, with $q\ge0$. The parabola $p_j=Rj(N-j)/2$ has second difference $-R$. Where $w>p\ge0$, the second difference of $w$ is at least $qw-R\ge-R$, so $w-p$ is convex there and the maximum principle gives $w\le p$. The same holds for $-w$.

```lean
/-- A grid function vanishing at both ends, with second difference `q w` up to a defect `R` and `q ≥
0`, is bounded by the parabola `R j (N - j) / 2`. -/
theorem parabola_bound {w q : ℕ → ℝ} {N : ℕ} {R : ℝ} (hR : 0 ≤ R)
    (hq : ∀ j, j + 1 < N → 0 ≤ q (j + 1)) (h0 : w 0 = 0) (hN : w N = 0)
    (hw : ∀ j, j + 1 < N → |w (j + 2) - 2 * w (j + 1) + w j - q (j + 1) * w (j + 1)| ≤ R)
    (j : ℕ) (hj : j ≤ N) : |w j| ≤ R * (j * (N - j)) / 2 := by
  have key : ∀ z : ℕ → ℝ, z 0 = 0 → z N = 0 →
      (∀ j, j + 1 < N → |z (j + 2) - 2 * z (j + 1) + z j - q (j + 1) * z (j + 1)| ≤ R) →
      z j ≤ R * (j * (N - j)) / 2 := by
    intro z z0 zN hz
    have := discrete_maximum (d := fun i : ℕ => z i - R * (i * (N - i)) / 2) (N := N)
      (by simp [z0]) (by simp [zN]) (by
        intro i hi hpos
        have hi' : (i : ℝ) + 1 ≤ N := by exact_mod_cast hi.le
        have hi0 : (0 : ℝ) ≤ (i : ℝ) + 1 := by positivity
        have p := mul_nonneg hR (mul_nonneg hi0 (sub_nonneg.2 hi'))
        push_cast at hpos ⊢
        have zp : 0 ≤ z (i + 1) := by linarith
        have qz := mul_nonneg (hq i hi) zp
        have b := (abs_le.1 (hz i hi)).1
        nlinarith) j hj
    linarith
  have a := key w h0 hN hw
  have b := key (fun i => -w i) (by simp [h0]) (by simp [hN]) (by
    intro i hi
    have e : -w (i + 2) - 2 * -w (i + 1) + -w i - q (i + 1) * -w (i + 1)
        = -(w (i + 2) - 2 * w (i + 1) + w i - q (i + 1) * w (i + 1)) := by ring
    rw [e, abs_neg]
    exact hw i hi)
  exact abs_le.2 ⟨by linarith, a⟩
```

For grid functions $v,y$ with equal end values, put $e=v-y$, $W_j=1-h^2f_j/12$ and $w=We$. Since $2+\tfrac{10}{12}h^2f=2W+h^2f$, the difference of their residuals is
$$w_{j+2}-2w_{j+1}+w_j-q_{j+1}w_{j+1},\qquad q=h^2f/W\ge0.$$
The final `ring` checks this identity.

```lean
/-- Stability of the Numerov scheme when `f ≥ 0` and `h² f < 12` at the interior nodes: if two grid
functions share their end values and their residuals differ by at most `R`, their weighted
difference is at most `R j (N - j) / 2`. -/
theorem numerov_stability {f g : ℝ → ℝ} {h R : ℝ} {N : ℕ} {v y : ℕ → ℝ} (hR : 0 ≤ R)
    (hf : ∀ j : ℕ, 0 < j → j < N → 0 ≤ f (j * h))
    (hs : ∀ j : ℕ, 0 < j → j < N → h ^ 2 * f (j * h) < 12)
    (h0 : v 0 = y 0) (hN : v N = y N)
    (hr : ∀ j, j + 1 < N → |numerovResidual f g h v j - numerovResidual f g h y j| ≤ R)
    (j : ℕ) (hj : j ≤ N) :
    |(1 - h ^ 2 * f (j * h) / 12) * (v j - y j)| ≤ R * (j * (N - j)) / 2 := by
  have cancel : ∀ a W e : ℝ, W ≠ 0 → a / W * (W * e) = a * e := by
    intro a W e hW
    field_simp
  have hW : ∀ i : ℕ, i + 1 < N → 0 < 1 - h ^ 2 * f ((i + 1 : ℕ) * h) / 12 := by
    intro i hi
    have := hs (i + 1) (by omega) hi
    linarith
  refine parabola_bound (w := fun i : ℕ => (1 - h ^ 2 * f (i * h) / 12) * (v i - y i))
    (q := fun i : ℕ => h ^ 2 * f (i * h) / (1 - h ^ 2 * f (i * h) / 12)) hR ?_
    (by simp [h0]) (by simp [hN]) ?_ j hj
  · intro i hi
    exact div_nonneg (mul_nonneg (sq_nonneg h) (hf (i + 1) (by omega) hi)) (hW i hi).le
  · intro i hi
    refine le_of_eq_of_le (congrArg abs ?_) (hr i hi)
    rw [cancel _ _ _ (hW i hi).ne']
    unfold numerovResidual numerovForce
    ring
```

With $R=0$, two Numerov solutions with equal end values coincide.

```lean
/-- If `f ≥ 0` and `h² f < 12` at the interior nodes, two Numerov solutions with the same end values
coincide at every node. -/
theorem numerov_unique {f g : ℝ → ℝ} {h : ℝ} {N : ℕ} {v y : ℕ → ℝ}
    (hf : ∀ j : ℕ, 0 < j → j < N → 0 ≤ f (j * h))
    (hs : ∀ j : ℕ, 0 < j → j < N → h ^ 2 * f (j * h) < 12)
    (hv : IsNumerovSolution f g h N v) (hy : IsNumerovSolution f g h N y)
    (h0 : v 0 = y 0) (hN : v N = y N) (j : ℕ) (hj : j ≤ N) : v j = y j := by
  rcases Nat.eq_zero_or_pos j with rfl | hpos
  · exact h0
  rcases hj.eq_or_lt with rfl | hlt
  · exact hN
  have b := numerov_stability (g := g) le_rfl hf hs h0 hN
    (fun i hi => by rw [hv i hi, hy i hi]; simp) j hj
  have z : (1 - h ^ 2 * f (j * h) / 12) * (v j - y j) = 0 :=
    abs_eq_zero.1 (le_antisymm (by linarith) (abs_nonneg _))
  have hW := hs j hpos hlt
  rcases mul_eq_zero.1 z with c | c <;> linarith
```

## The residual of the exact solution

If $F(0)=0$ and $|F'|\le Ct^n$, then $|F|\le Ct^{n+1}/(n+1)$, by a mean-value inequality.

```lean
/-- A function vanishing at `0` whose slope is at most `C tⁿ` is at most `C tⁿ⁺¹ / (n + 1)`. -/
private theorem bound_step {F F' : ℝ → ℝ} {C h : ℝ} (n : ℕ) (h0 : F 0 = 0)
    (hF : ∀ t, HasDerivAt F (F' t) t) (hb : ∀ t ∈ Icc 0 h, |F' t| ≤ C * t ^ n) :
    ∀ t ∈ Icc 0 h, |F t| ≤ C / (n + 1) * t ^ (n + 1) := by
  intro t ht
  have hn : (n : ℝ) + 1 ≠ 0 := by positivity
  exact image_norm_le_of_norm_deriv_right_le_deriv_boundary (f := F) (f' := F') (a := 0) (b := h)
    (B := fun t => C / (n + 1) * t ^ (n + 1)) (B' := fun t => C * t ^ n)
    (fun s _ => (hF s).continuousAt.continuousWithinAt) (fun s _ => (hF s).hasDerivWithinAt)
    (by simp [h0])
    (fun s => ((hasDerivAt_pow (n + 1) s).const_mul (C / (n + 1))).congr_deriv (by
      simp only [Nat.add_sub_cancel]
      push_cast
      field_simp))
    (fun s hs => hb s ⟨hs.1, hs.2.le⟩) ht
```

Let $S(t)=u(x+t)+u(x-t)$, whose odd derivatives vanish at $0$, and
$$D(t)=S(t)-S(0)-\tfrac{t^2}{12}\bigl(S''(t)+5S''(0)\bigr).$$
Differentiating,
$$\begin{aligned}
D'&=S'-\tfrac t6(S''+5S''(0))-\tfrac{t^2}{12}S''',\\
D''&=\tfrac56(S''-S''(0))-\tfrac t3S'''-\tfrac{t^2}{12}S^{(4)},\\
D'''&=\tfrac12S'''-\tfrac t2S^{(4)}-\tfrac{t^2}{12}S^{(5)},\\
D^{(4)}&=-\tfrac{2t}3S^{(5)}-\tfrac{t^2}{12}S^{(6)}.
\end{aligned}$$
From $|S^{(6)}|\le2M$ follows $|S^{(5)}|\le2Mt$, hence $|D^{(4)}|\le\tfrac32Mt^2$. As $D,D',D'',D'''$ vanish at $0$, four integrations give $|D(h)|\le\frac{3M}{2}\frac{h^6}{3\cdot4\cdot5\cdot6}=Mh^6/240$.

```lean
/-- Defect estimate for a chain of derivatives `S 0, …, S 6` whose odd members vanish at `0`. -/
private theorem symmetric_defect {S : ℕ → ℝ → ℝ} {M h : ℝ} (hh : 0 ≤ h)
    (hS : ∀ k < 6, ∀ t, HasDerivAt (S k) (S (k + 1) t) t)
    (h1 : S 1 0 = 0) (h3 : S 3 0 = 0) (h5 : S 5 0 = 0)
    (hb : ∀ t ∈ Icc 0 h, |S 6 t| ≤ 2 * M) :
    |S 0 h - S 0 0 - h ^ 2 / 12 * (S 2 h + 5 * S 2 0)| ≤ M * h ^ 6 / 240 := by
  have s0 : ∀ t, HasDerivAt (S 0) (S 1 t) t := hS 0 (by norm_num)
  have s1 : ∀ t, HasDerivAt (S 1) (S 2 t) t := hS 1 (by norm_num)
  have s2 : ∀ t, HasDerivAt (S 2) (S 3 t) t := hS 2 (by norm_num)
  have s3 : ∀ t, HasDerivAt (S 3) (S 4 t) t := hS 3 (by norm_num)
  have s4 : ∀ t, HasDerivAt (S 4) (S 5 t) t := hS 4 (by norm_num)
  have s5 : ∀ t, HasDerivAt (S 5) (S 6 t) t := hS 5 (by norm_num)
  have l : ∀ c t : ℝ, HasDerivAt (fun t : ℝ => t / c) (1 / c) t :=
    fun c t => (hasDerivAt_id' t).div_const c
  have q : ∀ t : ℝ, HasDerivAt (fun t : ℝ => t * t / 12) (t / 6) t := fun t =>
    (((hasDerivAt_id' t).fun_mul (hasDerivAt_id' t)).div_const 12).congr_deriv (by ring)
  -- the defect is differentiated four times
  have d0 : ∀ t, HasDerivAt (fun t => S 0 t - S 0 0 - t * t / 12 * (S 2 t + 5 * S 2 0))
      (S 1 t - t / 6 * (S 2 t + 5 * S 2 0) - t * t / 12 * S 3 t) t := fun t =>
    (((s0 t).sub_const _).fun_sub ((q t).fun_mul ((s2 t).add_const _))).congr_deriv (by ring)
  have d1 : ∀ t, HasDerivAt (fun t => S 1 t - t / 6 * (S 2 t + 5 * S 2 0) - t * t / 12 * S 3 t)
      (5 / 6 * (S 2 t - S 2 0) - t / 3 * S 3 t - t * t / 12 * S 4 t) t := fun t =>
    (((s1 t).fun_sub ((l 6 t).fun_mul ((s2 t).add_const _))).fun_sub
      ((q t).fun_mul (s3 t))).congr_deriv (by ring)
  have d2 : ∀ t, HasDerivAt (fun t => 5 / 6 * (S 2 t - S 2 0) - t / 3 * S 3 t - t * t / 12 * S 4 t)
      (1 / 2 * S 3 t - t / 2 * S 4 t - t * t / 12 * S 5 t) t := fun t =>
    (((((s2 t).sub_const _).const_mul (5 / 6)).fun_sub ((l 3 t).fun_mul (s3 t))).fun_sub
      ((q t).fun_mul (s4 t))).congr_deriv (by ring)
  have d3 : ∀ t, HasDerivAt (fun t => 1 / 2 * S 3 t - t / 2 * S 4 t - t * t / 12 * S 5 t)
      (-(2 / 3) * t * S 5 t - t * t / 12 * S 6 t) t := fun t =>
    ((((s3 t).const_mul (1 / 2)).fun_sub ((l 2 t).fun_mul (s4 t))).fun_sub
      ((q t).fun_mul (s5 t))).congr_deriv (by ring)
  have b5 := bound_step (C := 2 * M) (h := h) 0 h5 s5 (fun t ht => by simpa using hb t ht)
  have e4 : ∀ t ∈ Icc 0 h, |-(2 / 3) * t * S 5 t - t * t / 12 * S 6 t| ≤ 3 / 2 * M * t ^ 2 := by
    intro t ht
    have a : |S 5 t| ≤ 2 * M * t := by simpa using b5 t ht
    have a' := abs_le.1 a
    have b' := abs_le.1 (hb t ht)
    have p1 := mul_le_mul_of_nonneg_left a'.1 ht.1
    have p2 := mul_le_mul_of_nonneg_left a'.2 ht.1
    have p3 := mul_le_mul_of_nonneg_left b'.1 (mul_nonneg ht.1 ht.1)
    have p4 := mul_le_mul_of_nonneg_left b'.2 (mul_nonneg ht.1 ht.1)
    rw [abs_le]
    constructor <;> nlinarith
  -- and the estimate is integrated back four times
  have e3 := bound_step 2 (by simp [h3]) d3 e4
  have e2 := bound_step 3 (by simp [h3]) d2 e3
  have e1 := bound_step 4 (by simp [h1]) d1 e2
  have e0 := bound_step 5 (by simp) d0 e1
  rw [sq h]
  exact (e0 h ⟨hh, le_rfl⟩).trans_eq (by push_cast; ring)
```

Because $S''(0)=2u''(x)$, the differential equation turns $D(h)$ into the Numerov residual of $u$ centred at $x$.

```lean
/-- The sampled exact solution of `u'' = f u + g` satisfies each Numerov equation up to a residual
of at most `M h⁶ / 240`, where `M` bounds `|u⁽⁶⁾|` on `[0, 1]`. -/
theorem exact_solution_residual {u f g : ℝ → ℝ} {M h : ℝ} (hu : ContDiff ℝ 6 u) (hh : 0 ≤ h)
    (hM : ∀ x ∈ Icc (0 : ℝ) 1, |iteratedDeriv 6 u x| ≤ M)
    (hode : ∀ x ∈ Icc (0 : ℝ) 1, iteratedDeriv 2 u x = f x * u x + g x)
    (j : ℕ) (hj : ((j + 2 : ℕ) : ℝ) * h ≤ 1) :
    |numerovResidual f g h (fun i => u (i * h)) j| ≤ M * h ^ 6 / 240 := by
  obtain ⟨x, hx⟩ : ∃ x : ℝ, x = (j : ℝ) * h + h := ⟨_, rfl⟩
  have hjh : 0 ≤ (j : ℝ) * h := by positivity
  have n0 : (j : ℝ) * h = x - h := by linarith
  have n1 : ((j + 1 : ℕ) : ℝ) * h = x := by push_cast; linarith
  have n2 : ((j + 2 : ℕ) : ℝ) * h = x + h := by push_cast; linarith
  rw [n2] at hj
  have D : ∀ k < 6, ∀ y, HasDerivAt (iteratedDeriv k u) (iteratedDeriv (k + 1) u y) y := by
    intro k hk y
    rw [iteratedDeriv_succ]
    exact (hu.differentiable_iteratedDeriv k (by exact_mod_cast hk) y).hasDerivAt
  -- symmetrise about the central node
  have key := symmetric_defect (M := M)
    (S := fun k t => iteratedDeriv k u (x + t) + (-1) ^ k * iteratedDeriv k u (x - t)) hh
    (fun k hk t => (((D k hk (x + t)).comp_const_add x t).fun_add
      (((D k hk (x - t)).comp_const_sub x t).const_mul ((-1) ^ k))).congr_deriv
        (by rw [pow_succ]; ring))
    (by simp only [add_zero, sub_zero]; ring) (by simp only [add_zero, sub_zero]; ring)
    (by simp only [add_zero, sub_zero]; ring) (by
      intro t ht
      have a := abs_le.1 (hM (x + t) ⟨by linarith [ht.1], by linarith [ht.2]⟩)
      have b := abs_le.1 (hM (x - t) ⟨by linarith [ht.2], by linarith [ht.1]⟩)
      show |iteratedDeriv 6 u (x + t) + (-1) ^ 6 * iteratedDeriv 6 u (x - t)| ≤ 2 * M
      rw [abs_le]
      constructor <;> linarith [a.1, a.2, b.1, b.2])
  have o0 := hode (x - h) ⟨by linarith, by linarith⟩
  have o1 := hode x ⟨by linarith, by linarith⟩
  have o2 := hode (x + h) ⟨by linarith, hj⟩
  refine le_of_eq_of_le (congrArg abs ?_) key
  simp only [numerovResidual, numerovForce, n0, n1, n2]
  rw [← o0, ← o1, ← o2]
  simp only [iteratedDeriv_zero, add_zero, sub_zero]
  ring
```

## The error bounds

Take $y_j=u(jh)$ and $R=Mh^6/240$. The hypothesis `h * N = 1` fixes the grid and turns $Rj(N-j)/2$ into $\frac{Mh^4}{480}x(1-x)$ at $x=jh$.

```lean
/-- Pointwise error of the Numerov boundary-value method when `f ≥ 0`, `h² f < 12` and `|u⁽⁶⁾| ≤ M`
on `[0, 1]`: at `x = j h` the weighted error is at most `M h⁴ x (1 - x) / 480`. -/
theorem numerov_pointwise_error {u f g : ℝ → ℝ} {M h : ℝ} {N : ℕ} {v : ℕ → ℝ}
    (hh : h * N = 1) (hu : ContDiff ℝ 6 u)
    (hM : ∀ x ∈ Icc (0 : ℝ) 1, |iteratedDeriv 6 u x| ≤ M)
    (hode : ∀ x ∈ Icc (0 : ℝ) 1, iteratedDeriv 2 u x = f x * u x + g x)
    (hf : ∀ x ∈ Icc (0 : ℝ) 1, 0 ≤ f x) (hs : ∀ x ∈ Icc (0 : ℝ) 1, h ^ 2 * f x < 12)
    (hv : IsNumerovSolution f g h N v) (h0 : v 0 = u 0) (h1 : v N = u 1)
    (j : ℕ) (hj : j ≤ N) :
    (1 - h ^ 2 * f (j * h) / 12) * |v j - u (j * h)|
      ≤ M * h ^ 4 / 480 * (j * h * (1 - j * h)) := by
  have hN0 : (0 : ℝ) ≤ N := Nat.cast_nonneg N
  have hpos : 0 < h := by
    by_contra hc
    have hc' : h ≤ 0 := le_of_not_gt hc
    nlinarith
  have hM0 : 0 ≤ M := (abs_nonneg _).trans (hM 0 ⟨le_rfl, zero_le_one⟩)
  have node : ∀ i : ℕ, i ≤ N → (i : ℝ) * h ∈ Icc (0 : ℝ) 1 := by
    intro i hi
    have hi' : (i : ℝ) ≤ N := by exact_mod_cast hi
    exact ⟨by positivity, by nlinarith⟩
  have b := numerov_stability (f := f) (g := g) (h := h) (N := N) (v := v)
    (y := fun i => u (i * h)) (R := M * h ^ 6 / 240) (by positivity)
    (fun i _ hi => hf _ (node i hi.le)) (fun i _ hi => hs _ (node i hi.le))
    (by simp [h0]) (by rw [h1, mul_comm (N : ℝ) h, hh]) (by
      intro i hi
      rw [hv i hi, zero_sub, abs_neg]
      exact exact_solution_residual hu hpos.le hM hode i (node (i + 2) (by omega)).2) j hj
  have hW : 0 < 1 - h ^ 2 * f (j * h) / 12 := by linarith [hs _ (node j hj)]
  rw [abs_mul, abs_of_pos hW] at b
  refine b.trans_eq ?_
  linear_combination (M * h ^ 5 * j / 480) * hh
```

Since $x(1-x)\le\frac14$,
$$\bigl(1-h^2f_j/12\bigr)\,|v_j-u(jh)|\le Mh^4/1920.$$
The theorem takes $u$ and $v$ as given and uses exact real arithmetic. For the unscreened potential of a spherical density ($f=0$) on a uniform radial grid the weight is $1$, so under the assumptions above and with exact end values the bound holds for the error itself.

```lean
/-- Global error of the Numerov boundary-value method when `f ≥ 0`, `h² f < 12` and `|u⁽⁶⁾| ≤ M` on
`[0, 1]`: the weighted error is at most `M h⁴ / 1920` at every node. -/
theorem numerov_global_error {u f g : ℝ → ℝ} {M h : ℝ} {N : ℕ} {v : ℕ → ℝ}
    (hh : h * N = 1) (hu : ContDiff ℝ 6 u)
    (hM : ∀ x ∈ Icc (0 : ℝ) 1, |iteratedDeriv 6 u x| ≤ M)
    (hode : ∀ x ∈ Icc (0 : ℝ) 1, iteratedDeriv 2 u x = f x * u x + g x)
    (hf : ∀ x ∈ Icc (0 : ℝ) 1, 0 ≤ f x) (hs : ∀ x ∈ Icc (0 : ℝ) 1, h ^ 2 * f x < 12)
    (hv : IsNumerovSolution f g h N v) (h0 : v 0 = u 0) (h1 : v N = u 1)
    (j : ℕ) (hj : j ≤ N) :
    (1 - h ^ 2 * f (j * h) / 12) * |v j - u (j * h)| ≤ M * h ^ 4 / 1920 := by
  have b := numerov_pointwise_error hh hu hM hode hf hs hv h0 h1 j hj
  have hM0 : 0 ≤ M := (abs_nonneg _).trans (hM 0 ⟨le_rfl, zero_le_one⟩)
  have k : (j : ℝ) * h * (1 - j * h) ≤ 1 / 4 := by nlinarith [sq_nonneg ((j : ℝ) * h - 1 / 2)]
  have c : 0 ≤ M * h ^ 4 / 480 := by positivity
  have e := mul_le_mul_of_nonneg_left k c
  linarith
```

Without $f\ge0$ the bound can fail, as the following case (checked by hand, not in Lean) shows. Take $N=2$, $h=\frac12$, $f=-\frac{48}5$, $g=0$, $u=0$ and $M=0$. With $v_0=v_2=0$, the single equation $-2v_1=\frac{10}{48}f\,v_1$ holds for every $v_1$, so the error is arbitrary while the bound is zero.

## A sextic that attains the constant

Let $u=x^6/720$, $f=0$ and $g=x^4/24$, so that $u^{(6)}=1$.

```lean
/-- The sextic test function `x⁶ / 720`. -/
def sextic (x : ℝ) : ℝ := 1 / 720 * x ^ 6
```

The residual of $u$ is $-h^6/240$ at every interior node. Subtracting $h^4x(1-x)/480$ adds $h^6/240$ and leaves the end values unchanged.

```lean
/-- The grid function `x⁶ / 720 - h⁴ x (1 - x) / 480` at `x = i h`. -/
def sexticNumerov (h : ℝ) (i : ℕ) : ℝ :=
  sextic (i * h) - h ^ 4 / 480 * (i * h * (1 - i * h))
```

For even $N=2m$ the midpoint is a node, and the error there is exactly $h^4/1920$.

```lean
/-- Sharpness: for `u = x⁶ / 720`, `f = 0`, `g = x⁴ / 24` and an even number of steps, the Numerov
solution `sexticNumerov h`, which has the end values of `u`, has error exactly `h⁴ / 1920` at the
midpoint, while `u⁽⁶⁾ = 1`. -/
theorem numerov_error_sharp {h : ℝ} {m : ℕ} (hh : h * ((2 * m : ℕ) : ℝ) = 1) :
    (∀ x, iteratedDeriv 6 sextic x = 1) ∧ (∀ x, iteratedDeriv 2 sextic x = x ^ 4 / 24) ∧
    IsNumerovSolution (fun _ => 0) (fun x => x ^ 4 / 24) h (2 * m) (sexticNumerov h) ∧
    sexticNumerov h 0 = sextic 0 ∧ sexticNumerov h (2 * m) = sextic 1 ∧
    |sexticNumerov h m - sextic (m * h)| = h ^ 4 / 1920 := by
  have d : ∀ (c : ℝ) (n : ℕ), deriv (fun x : ℝ => c * x ^ n) = fun x => c * n * x ^ (n - 1) := by
    intro c n
    funext x
    exact (((hasDerivAt_pow n x).const_mul c).deriv).trans (mul_assoc _ _ _).symm
  have hs : sextic = fun x => 1 / 720 * x ^ 6 := rfl
  refine ⟨fun x => ?_, fun x => ?_, fun j _ => ?_, ?_, ?_, ?_⟩
  · simp only [hs, iteratedDeriv_succ, iteratedDeriv_zero, d]
    norm_num
  · simp only [hs, iteratedDeriv_succ, iteratedDeriv_zero, d]
    norm_num
    ring
  · simp only [numerovResidual, numerovForce, sexticNumerov, sextic]
    push_cast
    ring
  · simp [sexticNumerov]
  · unfold sexticNumerov
    rw [mul_comm ((2 * m : ℕ) : ℝ) h, hh]
    ring
  · have hm : (m : ℝ) * h = 1 / 2 := by push_cast at hh; linarith
    unfold sexticNumerov
    rw [hm, show sextic (1 / 2) - h ^ 4 / 480 * (1 / 2 * (1 - 1 / 2)) - sextic (1 / 2)
      = -(h ^ 4 / 1920) by ring, abs_neg, abs_of_nonneg (by positivity)]

end

end NumerovBoundaryValue
```

```lean
#print axioms NumerovBoundaryValue.numerov_unique
#print axioms NumerovBoundaryValue.numerov_global_error
#print axioms NumerovBoundaryValue.numerov_error_sharp
```

```
'NumerovBoundaryValue.numerov_unique' depends on axioms: [propext, Classical.choice, Quot.sound]
'NumerovBoundaryValue.numerov_global_error' depends on axioms: [propext, Classical.choice, Quot.sound]
'NumerovBoundaryValue.numerov_error_sharp' depends on axioms: [propext, Classical.choice, Quot.sound]
```
